# Averaging lumped and consistent plane-wave eigenvalues on a uniform linear-element mesh cancels the second-order error

Solve \(-u''=k^2u\) with linear finite elements of width \(h\), and a well-resolved plane wave gets a slightly wrong eigenvalue. For small nonzero \(q=kh\), the relative error is about \(-q^2/12\) for the lumped mass matrix and \(+q^2/12\) for the consistent one. Averaging the two eigenvalues leaves \(q^4/360\) to leading order. For electronic structure, this concerns the kinetic energy of a free particle on a uniform one-dimensional mesh, without potential or boundaries.

```lean
import Mathlib

open Filter Topology Asymptotics

namespace LumpedConsistentAverage

noncomputable section
```

Mathlib supplies the analysis; the `open` line gives short names for limits and \(O\)-notation.

```lean
/-- Stiffness stencil of linear elements on a uniform mesh of step `h ≠ 0`. -/
def stiffness (h : ℝ) (u : ℤ → ℂ) (n : ℤ) : ℂ := (2 * u n - u (n - 1) - u (n + 1)) / h
```

A mesh function `u : ℤ → ℂ` assigns a complex value \(u_n\) to each node of an infinite mesh. The stiffness stencil is \((Ku)_n=(2u_n-u_{n-1}-u_{n+1})/h\). It and the two mass stencils are taken as definitions, not derived from element integrals.

```lean
/-- Lumped mass stencil: the whole mass `h` sits on the node. -/
def lumpedMass (h : ℝ) (u : ℤ → ℂ) (n : ℤ) : ℂ := h * u n
```

Lumping gives \((M_Lu)_n=hu_n\).

```lean
/-- Consistent mass stencil of linear elements, with weights `(1, 4, 1) / 6`. -/
def consistentMass (h : ℝ) (u : ℤ → ℂ) (n : ℤ) : ℂ :=
  h * (u (n - 1) + 4 * u n + u (n + 1)) / 6
```

The consistent mass couples neighbours: \((M_Cu)_n=h(u_{n-1}+4u_n+u_{n+1})/6\).

```lean
/-- Plane wave of wavenumber `k` sampled at the nodes `n h`. -/
def wave (k h : ℝ) (n : ℤ) : ℂ := Complex.exp (((k * h * n : ℝ) : ℂ) * Complex.I)
```

The trial solution is \(u_n=e^{ikhn}\).

```lean
/-- Lumped eigenvalue divided by the exact one, as a function of `q = k h ≠ 0`. -/
def lumpedRatio (q : ℝ) : ℝ := 2 * (1 - Real.cos q) / q ^ 2
```

This is \(L(q)=2(1-\cos q)/q^2\), the lumped eigenvalue divided by \(k^2\).

```lean
/-- Consistent eigenvalue divided by the exact one, as a function of `q = k h ≠ 0`. -/
def consistentRatio (q : ℝ) : ℝ := 6 * (1 - Real.cos q) / (q ^ 2 * (2 + Real.cos q))
```

Likewise \(C(q)=6(1-\cos q)/[q^2(2+\cos q)]\) for the consistent mass.

```lean
/-- Blend of the two eigenvalue ratios at `q ≠ 0`, with weight `θ` on the lumped one. -/
def blend (θ q : ℝ) : ℝ := θ * lumpedRatio q + (1 - θ) * consistentRatio q
```

The blend is \(B_\theta=\theta L+(1-\theta)C\), with any real \(\theta\).

```lean
/-- The two neighbours of a node in a plane wave add up to `2 cos (k h)` times its own value. -/
theorem wave_neighbours (k h : ℝ) (n : ℤ) :
    wave k h (n - 1) + wave k h (n + 1) = 2 * (Real.cos (k * h) : ℂ) * wave k h n := by
  have e1 : wave k h (n + 1) =
      wave k h n * Complex.exp (((k * h : ℝ) : ℂ) * Complex.I) := by
    unfold wave
    rw [← Complex.exp_add]
    congr 1
    push_cast
    ring
  have e2 : wave k h (n - 1) =
      wave k h n * Complex.exp (-((k * h : ℝ) : ℂ) * Complex.I) := by
    unfold wave
    rw [← Complex.exp_add]
    congr 1
    push_cast
    ring
  rw [e1, e2, Complex.exp_mul_I, Complex.exp_mul_I, Complex.cos_neg, Complex.sin_neg,
    Complex.ofReal_cos]
  ring
```

Moving one node multiplies the wave by \(e^{\pm iq}\), so \(u_{n-1}+u_{n+1}=2\cos q\,u_n\). Lean proves the two shifts as `e1` and `e2`, then adds them.

```lean
/-- For `k, h ≠ 0`, a plane wave solves the lumped eigenproblem with eigenvalue `k² r`
exactly when `r` is the lumped ratio at `k h`. -/
theorem lumped_plane_wave {k h : ℝ} (hk : k ≠ 0) (hh : h ≠ 0) (r : ℂ) :
    (∀ n, stiffness h (wave k h) n = (k : ℂ) ^ 2 * r * lumpedMass h (wave k h) n) ↔
      r = lumpedRatio (k * h) := by
  have hkc : (k : ℂ) ≠ 0 := by exact_mod_cast hk
  have hhc : (h : ℂ) ≠ 0 := by exact_mod_cast hh
  have hu : ∀ n, wave k h n ≠ 0 := fun n => Complex.exp_ne_zero _
  have hL : lumpedRatio (k * h) * (k * h) ^ 2 = 2 * (1 - Real.cos (k * h)) :=
    div_mul_cancel₀ _ (pow_ne_zero 2 (mul_ne_zero hk hh))
  have hLc : (lumpedRatio (k * h) : ℂ) * ((k : ℂ) * h) ^ 2
      = 2 * (1 - (Real.cos (k * h) : ℂ)) := by exact_mod_cast hL
  have key : ∀ n, stiffness h (wave k h) n =
      (k : ℂ) ^ 2 * lumpedRatio (k * h) * lumpedMass h (wave k h) n := by
    intro n
    unfold stiffness lumpedMass
    rw [div_eq_iff hhc]
    linear_combination (-1 : ℂ) * wave_neighbours k h n - wave k h n * hLc
  constructor
  · intro hr
    have h0 := hr 0
    rw [key 0] at h0
    exact (mul_left_cancel₀ (pow_ne_zero 2 hkc)
      (mul_right_cancel₀ (mul_ne_zero hhc (hu 0)) h0)).symm
  · rintro rfl
    exact key
```

By hand, \(Ku=2(1-\cos q)u/h\) and \(M_Lu=hu\). Hence \(Ku=EM_Lu\) requires \(E=2(1-\cos q)/h^2=k^2L(q)\).

The hypotheses `hk` and `hh` say that \(k\) and \(h\) are nonzero, and `↔` means "exactly when". In the proof, `key` verifies the eigenvalue; the converse compares both sides at node 0 and cancels nonzero factors. The tactic `linear_combination` checks an equation as a stated combination of known ones.

```lean
/-- For `k, h ≠ 0`, a plane wave solves the consistent-mass eigenproblem with eigenvalue `k² r`
exactly when `r` is the consistent ratio at `k h`. -/
theorem consistent_plane_wave {k h : ℝ} (hk : k ≠ 0) (hh : h ≠ 0) (r : ℂ) :
    (∀ n, stiffness h (wave k h) n = (k : ℂ) ^ 2 * r * consistentMass h (wave k h) n) ↔
      r = consistentRatio (k * h) := by
  have hkc : (k : ℂ) ≠ 0 := by exact_mod_cast hk
  have hhc : (h : ℂ) ≠ 0 := by exact_mod_cast hh
  have hc : 2 + Real.cos (k * h) ≠ 0 := by
    have := Real.neg_one_le_cos (k * h)
    exact (by linarith : 0 < 2 + Real.cos (k * h)).ne'
  have hcc : 2 + (Real.cos (k * h) : ℂ) ≠ 0 := by exact_mod_cast hc
  have hC : consistentRatio (k * h) * ((k * h) ^ 2 * (2 + Real.cos (k * h)))
      = 6 * (1 - Real.cos (k * h)) :=
    div_mul_cancel₀ _ (mul_ne_zero (pow_ne_zero 2 (mul_ne_zero hk hh)) hc)
  have hCc : (consistentRatio (k * h) : ℂ) * (((k : ℂ) * h) ^ 2 * (2 + (Real.cos (k * h) : ℂ)))
      = 6 * (1 - (Real.cos (k * h) : ℂ)) := by exact_mod_cast hC
  -- on a plane wave the mass stencil is multiplication by a nonzero number
  have hM : ∀ n, consistentMass h (wave k h) n =
      h * (2 + (Real.cos (k * h) : ℂ)) / 3 * wave k h n := by
    intro n
    unfold consistentMass
    linear_combination (h : ℂ) / 6 * wave_neighbours k h n
  have key : ∀ n, stiffness h (wave k h) n =
      (k : ℂ) ^ 2 * consistentRatio (k * h) * consistentMass h (wave k h) n := by
    intro n
    rw [hM]
    unfold stiffness
    rw [div_eq_iff hhc]
    linear_combination (-1 : ℂ) * wave_neighbours k h n - wave k h n / 3 * hCc
  constructor
  · intro hr
    have h0 := hr 0
    rw [key 0] at h0
    have hM0 : consistentMass h (wave k h) 0 ≠ 0 := by
      rw [hM]
      exact mul_ne_zero (div_ne_zero (mul_ne_zero hhc hcc) (by norm_num)) (Complex.exp_ne_zero _)
    exact (mul_left_cancel₀ (pow_ne_zero 2 hkc) (mul_right_cancel₀ hM0 h0)).symm
  · rintro rfl
    exact key
```

Now \(M_Cu=h(2+\cos q)u/3\), which is `hM`. Division gives \(E=6(1-\cos q)/[h^2(2+\cos q)]=k^2C(q)\). The denominator is safe because \(\cos q\ge-1\).

```lean
/-- For `|q| ≤ 1` the sixth-order Taylor polynomial of the cosine is accurate to `q⁸`. -/
theorem cos_taylor {q : ℝ} (hq : |q| ≤ 1) :
    |Real.cos q - (1 - q ^ 2 / 2 + q ^ 4 / 24 - q ^ 6 / 720)| ≤ q ^ 8 := by
  have hn : ‖(q : ℂ) * Complex.I‖ = |q| := by simp
  have hb := Complex.exp_bound (x := (q : ℂ) * Complex.I) (n := 8) (by rw [hn]; exact hq)
    (by norm_num)
  have h2 := Complex.I_sq
  have h3 : Complex.I ^ 3 = -Complex.I := by linear_combination Complex.I * h2
  have h4 : Complex.I ^ 4 = 1 := by linear_combination (Complex.I ^ 2 - 1) * h2
  have h5 : Complex.I ^ 5 = Complex.I := by linear_combination Complex.I * h4
  have h6 : Complex.I ^ 6 = -1 := by linear_combination Complex.I ^ 2 * h4 + h2
  have h7 : Complex.I ^ 7 = -Complex.I := by linear_combination Complex.I ^ 3 * h4 + h3
  -- split the exponential sum into its cosine and sine parts
  have hs : ∑ m ∈ Finset.range 8, ((q : ℂ) * Complex.I) ^ m / (m.factorial : ℂ) =
      ((1 - q ^ 2 / 2 + q ^ 4 / 24 - q ^ 6 / 720 : ℝ) : ℂ) +
        ((q - q ^ 3 / 6 + q ^ 5 / 120 - q ^ 7 / 5040 : ℝ) : ℂ) * Complex.I := by
    simp only [Finset.sum_range_succ, Finset.sum_range_zero, mul_pow, h2, h3, h4, h5, h6, h7,
      Nat.factorial]
    push_cast
    ring
  rw [hs, hn, Even.pow_abs (by decide) q, Complex.exp_mul_I, ← Complex.ofReal_cos,
    ← Complex.ofReal_sin] at hb
  have hr := (Complex.abs_re_le_norm _).trans hb
  simp only [Complex.sub_re, Complex.add_re, Complex.ofReal_re, Complex.re_ofReal_mul,
    Complex.I_re, mul_zero, add_zero] at hr
  exact hr.trans (mul_le_of_le_one_right (by positivity) (by norm_num [Nat.factorial]))
```

Write \(\cos q=1-\frac{q^2}{2}+\frac{q^4}{24}-\frac{q^6}{720}+R\). For \(|q|\le1\), the claim is \(|R|\le q^8\). Lean bounds the remainder of \(e^{iq}\) after eight terms and takes the real part, which cannot exceed the modulus.

```lean
/-- After removal of its `-q²/12` error, the lumped ratio deviates from one by `q⁴/360`
to leading order as `q → 0`. -/
theorem lumped_expansion :
    Tendsto (fun q => (lumpedRatio q - 1 + q ^ 2 / 12) / q ^ 4) (𝓝[≠] 0) (𝓝 (1 / 360)) := by
  have hlim : Tendsto (fun q : ℝ => 2 * q ^ 2) (𝓝[≠] 0) (𝓝 0) := by
    have h : Continuous fun q : ℝ => 2 * q ^ 2 := by fun_prop
    simpa using (h.tendsto 0).mono_left nhdsWithin_le_nhds
  rw [tendsto_iff_norm_sub_tendsto_zero]
  refine squeeze_zero' (Eventually.of_forall fun q => norm_nonneg _) ?_ hlim
  filter_upwards [self_mem_nhdsWithin,
    nhdsWithin_le_nhds (Metric.closedBall_mem_nhds (0 : ℝ) one_pos)] with q h1 h2
  have hq : q ≠ 0 := h1
  have hq1 : |q| ≤ 1 := by simpa [Real.dist_eq] using Metric.mem_closedBall.mp h2
  have h6 : 0 < q ^ 6 := by positivity
  -- what is left is the Taylor remainder of the cosine
  have e : (lumpedRatio q - 1 + q ^ 2 / 12) / q ^ 4 - 1 / 360 =
      -2 * (Real.cos q - (1 - q ^ 2 / 2 + q ^ 4 / 24 - q ^ 6 / 720)) / q ^ 6 := by
    unfold lumpedRatio
    field_simp
    ring
  rw [e, Real.norm_eq_abs, abs_div, abs_of_pos h6, div_le_iff₀ h6, abs_mul,
    show |(-2 : ℝ)| = 2 by norm_num]
  calc _ ≤ 2 * q ^ 8 := by linarith [cos_taylor hq1]
    _ = 2 * q ^ 2 * q ^ 6 := by ring
```

`Tendsto … (𝓝[≠] 0) (𝓝 a)` says that the expression tends to \(a\) as \(q\to0\) with \(q\ne0\). Inserting the cosine gives
\[
L=1-\frac{q^2}{12}+\frac{q^4}{360}-\frac{2R}{q^2}.
\]
The quotient in the theorem therefore differs from \(1/360\) by \(-2R/q^6\), at most \(2q^2\) in size. `squeeze_zero'` turns that bound into the limit.

```lean
/-- The relative error of the lumped eigenvalue is `-q²/12` to leading order as `q → 0`. -/
theorem lumped_error :
    Tendsto (fun q => (lumpedRatio q - 1) / q ^ 2) (𝓝[≠] 0) (𝓝 (-1 / 12)) := by
  have hq : Tendsto (fun q : ℝ => q ^ 2) (𝓝[≠] 0) (𝓝 0) := by
    simpa using ((continuous_pow 2).tendsto (0 : ℝ)).mono_left nhdsWithin_le_nhds
  have h := (hq.mul lumped_expansion).const_add (-1 / 12)
  rw [zero_mul, add_zero] at h
  refine h.congr' ?_
  filter_upwards [self_mem_nhdsWithin] with q h1
  have hq0 : q ≠ 0 := h1
  field_simp
  ring
```

Call the previous quotient \(Q\). Then \((L-1)/q^2=-1/12+q^2Q\to-1/12\).

```lean
/-- Both eigenvalue ratios tend to one as `q → 0` with `q ≠ 0`. -/
theorem ratios_tendsto_one :
    Tendsto lumpedRatio (𝓝[≠] 0) (𝓝 1) ∧ Tendsto consistentRatio (𝓝[≠] 0) (𝓝 1) := by
  have hq : Tendsto (fun q : ℝ => q ^ 2) (𝓝[≠] 0) (𝓝 0) := by
    simpa using ((continuous_pow 2).tendsto (0 : ℝ)).mono_left nhdsWithin_le_nhds
  have hL : Tendsto lumpedRatio (𝓝[≠] 0) (𝓝 1) := by
    have h := (hq.mul lumped_error).const_add 1
    rw [zero_mul, add_zero] at h
    refine h.congr' ?_
    filter_upwards [self_mem_nhdsWithin] with q h1
    have hq0 : q ≠ 0 := h1
    rw [mul_div_cancel₀ _ (pow_ne_zero 2 hq0)]
    ring
  refine ⟨hL, ?_⟩
  have hc : Tendsto (fun q => 2 + Real.cos q) (𝓝[≠] 0) (𝓝 (2 + 1)) := by
    have h := (Real.continuous_cos.tendsto 0).mono_left (nhdsWithin_le_nhds (s := {0}ᶜ))
    rw [Real.cos_zero] at h
    exact h.const_add 2
  have h := (hL.const_mul 3).div hc (by norm_num)
  rw [show (3 * 1 / (2 + 1) : ℝ) = 1 by norm_num] at h
  refine h.congr fun q => ?_
  simp only [Pi.div_apply, lumpedRatio, consistentRatio, div_eq_mul_inv, mul_inv]
  ring
```

Multiplying the last quotient by \(q^2\) gives \(L-1\to0\). Since \(C=3L/(2+\cos q)\), also \(C\to1\).

```lean
/-- With weight `θ` on the lumped and `1 - θ` on the consistent eigenvalue, the relative error is
`(1 - 2θ) q²/12 + o(q²)` as `q → 0`. -/
theorem blend_error (θ : ℝ) :
    Tendsto (fun q => (blend θ q - 1) / q ^ 2) (𝓝[≠] 0) (𝓝 ((1 - 2 * θ) / 12)) := by
  obtain ⟨hL, hC⟩ := ratios_tendsto_one
  have h := lumped_error.add ((hL.mul hC).const_mul ((1 - θ) / 6))
  rw [show -1 / 12 + (1 - θ) / 6 * (1 * 1) = (1 - 2 * θ) / 12 by ring] at h
  refine h.congr' ?_
  filter_upwards [self_mem_nhdsWithin] with q h1
  have hq0 : q ≠ 0 := h1
  have hc : 2 + Real.cos q ≠ 0 := by
    have := Real.neg_one_le_cos q
    exact (by linarith : 0 < 2 + Real.cos q).ne'
  -- the two ratios differ by exactly q² L C / 6
  have hs : consistentRatio q - lumpedRatio q =
      q ^ 2 * (lumpedRatio q * consistentRatio q) / 6 := by
    unfold lumpedRatio consistentRatio
    field_simp
    ring
  unfold blend
  rw [eq_div_iff (pow_ne_zero 2 hq0), add_mul, div_mul_cancel₀ _ (pow_ne_zero 2 hq0)]
  linear_combination (-(1 - θ)) * hs
```

The relation `hs` is
\[
C-L=L\,\frac{1-\cos q}{2+\cos q}=\frac{q^2LC}{6}.
\]
Therefore
\[
\frac{B_\theta-1}{q^2}=\frac{L-1}{q^2}+\frac{1-\theta}{6}LC\to-\frac1{12}+\frac{1-\theta}{6}=\frac{1-2\theta}{12}.
\]
Setting \(\theta=0\) gives the limit \(+1/12\), so the relative error for the consistent mass is \(+q^2/12\) to leading order.

```lean
/-- The mean of the lumped and consistent eigenvalues has relative error `q⁴/360` to leading
order as `q → 0`. -/
theorem average_error :
    Tendsto (fun q => ((lumpedRatio q + consistentRatio q) / 2 - 1) / q ^ 4)
      (𝓝[≠] 0) (𝓝 (1 / 360)) := by
  have h := lumped_expansion.add
    (((ratios_tendsto_one.1.mul (blend_error 0)).add lumped_error).div_const 12)
  rw [show (1 / 360 + (1 * ((1 - 2 * 0) / 12) + -1 / 12) / 12 : ℝ) = 1 / 360 by norm_num] at h
  refine h.congr' ?_
  filter_upwards [self_mem_nhdsWithin] with q h1
  have hq0 : q ≠ 0 := h1
  have hc : 2 + Real.cos q ≠ 0 := by
    have := Real.neg_one_le_cos q
    exact (by linarith : 0 < 2 + Real.cos q).ne'
  unfold blend lumpedRatio consistentRatio
  field_simp
  ring
```

The same relation gives \((L+C)/2=L+q^2LC/12\), so
\[
\frac{(L+C)/2-1}{q^4}=\frac{L-1+q^2/12}{q^4}+\frac1{12}\left[L\,\frac{C-1}{q^2}+\frac{L-1}{q^2}\right].
\]
The bracket tends to \(1/12-1/12=0\), leaving \(1/360\). Lean combines the earlier limits in this form; `field_simp` and `ring` check the algebra.

```lean
/-- A fixed blend of the lumped and consistent eigenvalues has relative error `O(q⁴)` as `q → 0`
exactly when the two are weighted equally. -/
theorem blend_fourth_order_iff (θ : ℝ) :
    (fun q => blend θ q - 1) =O[𝓝[≠] 0] (fun q : ℝ => q ^ 4) ↔ θ = 1 / 2 := by
  constructor
  · intro hO
    -- a fourth-order error leaves no q² term
    have ho : (fun q : ℝ => q ^ 4) =o[𝓝[≠] 0] (fun q : ℝ => q ^ 2) :=
      (isLittleO_pow_pow (by norm_num : 2 < 4)).mono nhdsWithin_le_nhds
    have h0 := tendsto_nhds_unique (blend_error θ) (hO.trans_isLittleO ho).tendsto_div_nhds_zero
    linarith
  · rintro rfl
    refine isBigO_of_div_tendsto_nhds ?_ (1 / 360) (average_error.congr fun q => ?_)
    · filter_upwards [self_mem_nhdsWithin] with q h1 h2
      exact absurd h2 (pow_ne_zero 4 h1)
    · simp only [Pi.div_apply, blend]
      ring

end

end LumpedConsistentAverage
```

Here `=O[𝓝[≠] 0]` is the usual \(O\) as \(q\to0\), with \(\theta\) fixed. If \(B_\theta-1=O(q^4)\), then \((B_\theta-1)/q^2\to0\). Its limit is also \((1-2\theta)/12\), and limits are unique, so \(\theta=1/2\). Conversely, at \(\theta=1/2\) the error over \(q^4\) has a finite limit, which gives the bound.

A neighbouring calculation, done here by hand only, averages the mass stencils instead, giving weights \((1,10,1)/12\). The inverse eigenvalue is linear in the mass, so the new ratio \(H\) satisfies \(1/H=(1/L+1/C)/2\). Dividing `hs` by \(LC\) gives \(1/L-1/C=q^2/6\), hence
\[
\frac1H=\frac1L-\frac{q^2}{12}=1+\frac{q^4}{240}+\cdots,\qquad H=1-\frac{q^4}{240}+\cdots.
\]
This is also fourth order, but with the opposite sign.

```lean
#print axioms LumpedConsistentAverage.lumped_plane_wave
#print axioms LumpedConsistentAverage.consistent_plane_wave
#print axioms LumpedConsistentAverage.blend_fourth_order_iff
```

```
'LumpedConsistentAverage.lumped_plane_wave' depends on axioms: [propext, Classical.choice, Quot.sound]
'LumpedConsistentAverage.consistent_plane_wave' depends on axioms: [propext, Classical.choice, Quot.sound]
'LumpedConsistentAverage.blend_fourth_order_iff' depends on axioms: [propext, Classical.choice, Quot.sound]
```
